# Isotropic couplings inside a magnetically equivalent set of spins 1/2 do not change the total-spin signal

The three protons of a methyl group in a liquid are coupled to one another, yet the proton spectrum shows no splitting from these couplings. Which properties of the spin system make them invisible?

Take finitely many spins 1/2 with

\[
H=\sum_i w_i I_{iz}+\tfrac12\sum_{i\neq j}J_{ij}\,\mathbf I_i\cdot\mathbf I_j ,\qquad
S(t)=\operatorname{tr}\!\left(F_-e^{-itH}F_+e^{itH}\right),
\]

where \(F_\pm=\sum_i(I_{ix}\pm iI_{iy})\) and \(\hbar=1\). The "shift" \(w_i\) is an angular frequency, not a value in ppm, and \(J_{ij}\) is \(2\pi\) times the coupling in hertz. Up to a constant factor, \(S(t)\) is the signal after an ideal 90° pulse on a polarisation proportional to \(F_z=\sum_i I_{iz}\). A term \(c\,e^{-i\omega t}\) in it is a spectral line at \(\omega\) with weight \(c\). The trace is not normalised.

## The spin system and its signal

Operators are complex matrices indexed by configurations `ι → Fin 2`, and `site i a` applies a 2×2 matrix to spin `i` alone.

In Lean 4 with Mathlib:

```lean
import Mathlib

open Matrix Finset
open NormedSpace (exp)

namespace MagneticEquivalence

noncomputable section

variable {ι : Type*} [Fintype ι] [DecidableEq ι]

/-- Operators on a set of spins 1/2, as matrices between spin configurations. -/
abbrev Op (ι : Type*) := Matrix (ι → Fin 2) (ι → Fin 2) ℂ

/-- The one-spin operator `a` acting on spin `i`, all other spins being left alone. -/
def site (i : ι) (a : Matrix (Fin 2) (Fin 2) ℂ) : Op ι :=
  Matrix.of fun s t => ∑ x, if t = Function.update s i x then a (s i) x else 0

/-- The three spin matrices x, y, z of a single spin 1/2, in units of ħ. -/
def half : Fin 3 → Matrix (Fin 2) (Fin 2) ℂ :=
  ![!![0, 1/2; 1/2, 0], !![0, -Complex.I/2; Complex.I/2, 0], !![1/2, 0; 0, -1/2]]

/-- Component `α` (0, 1, 2 for x, y, z) of spin `i`. -/
def spin (i : ι) (α : Fin 3) : Op ι := site i (half α)

/-- The scalar product of the spins `i` and `j`. -/
def dot (i j : ι) : Op ι := ∑ α, spin i α * spin j α
```

Couplings are real functions on unordered pairs (`Sym2 ι`), hence symmetric. `rate` removes self-coupling.

```lean
/-- The coupling constant of `i` and `j`; a spin is not coupled to itself. -/
def rate (J : Sym2 ι → ℝ) (i j : ι) : ℂ := if i = j then 0 else (J s(i, j) : ℂ)

/-- The isotropic couplings; the factor 1/2 makes each pair count once. -/
def coupling (J : Sym2 ι → ℝ) : Op ι := (1/2 : ℂ) • ∑ i, ∑ j, rate J i j • dot i j

/-- The spin Hamiltonian with shifts `w` and isotropic couplings `J`. -/
def hamiltonian (w : ι → ℝ) (J : Sym2 ι → ℝ) : Op ι :=
  ∑ i, (w i : ℂ) • spin i 2 + coupling J

/-- The raising operator F₊ of the total spin. -/
def raising : Op ι := ∑ i, spin i 0 + Complex.I • ∑ i, spin i 1

/-- The lowering operator F₋ of the total spin. -/
def lowering : Op ι := ∑ i, spin i 0 - Complex.I • ∑ i, spin i 1

/-- The operator exp(-itH) F₊ exp(itH). -/
def evolved (w : ι → ℝ) (J : Sym2 ι → ℝ) (t : ℝ) : Op ι :=
  exp (-(Complex.I * t) • hamiltonian w J) * raising * exp ((Complex.I * t) • hamiltonian w J)

/-- The signal trace(F₋ exp(-itH) F₊ exp(itH)). -/
def signal (w : ι → ℝ) (J : Sym2 ι → ℝ) (t : ℝ) : ℂ := trace (lowering * evolved w J t)
```

`Equivalent A w J` contains two hypotheses: one shift within \(A\), and, for each outside spin \(k\), one coupling to all of \(A\). Different outside spins may have different couplings.

```lean
/-- The spins of `A` share one shift, and each spin outside `A` couples equally to all of `A`. -/
def Equivalent (A : Finset ι) (w : ι → ℝ) (J : Sym2 ι → ℝ) : Prop :=
  (∀ i ∈ A, ∀ j ∈ A, w i = w j) ∧ ∀ i ∈ A, ∀ j ∈ A, ∀ k ∉ A, J s(i, k) = J s(j, k)
```

Let \(H_0\) be \(H\) without the couplings inside \(A\), and \(V\) the sum of those couplings, so that \(H=H_0+V\). They are built from `decouple` and `inside`.

```lean
/-- The couplings with those inside `A` set to zero. -/
def decouple (A : Finset ι) (J : Sym2 ι → ℝ) (p : Sym2 ι) : ℝ := if p ∈ A.sym2 then 0 else J p

/-- The couplings inside `A` alone. -/
def inside (A : Finset ι) (J : Sym2 ι → ℝ) (p : Sym2 ι) : ℝ := if p ∈ A.sym2 then J p else 0
```

The model has no relaxation, and it excites and detects all spins with equal weight. The step from a real methyl group to these hypotheses is motional averaging: fast rotation of the group is taken to have made its shifts equal, and likewise its couplings to each outside spin, while fast tumbling of the molecule has averaged out the direct dipolar couplings, which are not isotropic.

## Isotropy: the scalar product commutes with the pair's total spin

Isotropy means that a coupling depends only on the relative orientation of two spins, as for the scalar coupling in a liquid. It is built into `coupling`. By hand, for \(a\neq b\), the relations \([I_x,I_y]=iI_z\) and cyclic give

\[
[\mathbf I_a\cdot\mathbf I_b,I_{az}]=-iI_{ay}I_{bx}+iI_{ax}I_{by},\qquad
[\mathbf I_a\cdot\mathbf I_b,I_{bz}]=-iI_{ax}I_{by}+iI_{ay}I_{bx}.
\]

The sum is zero, and the other components follow cyclically.

The first three lemmas supply the action of a one-spin operator, commutation between sites and the angular momentum relations.

```lean
/-- A one-spin operator acts on the left by summing over the states of its own spin. -/
theorem site_mul_apply (i : ι) (a : Matrix (Fin 2) (Fin 2) ℂ) (M : Op ι) (s t : ι → Fin 2) :
    (site i a * M) s t = ∑ x, a (s i) x * M (Function.update s i x) t := by
  simp only [site, Matrix.mul_apply, Matrix.of_apply, Finset.sum_mul, ite_mul, zero_mul]
  rw [Finset.sum_comm]
  simp

/-- Operators on different spins commute. -/
theorem site_commute {i j : ι} (h : i ≠ j) (a b : Matrix (Fin 2) (Fin 2) ℂ) :
    Commute (site i a) (site j b) := by
  change site i a * site j b = site j b * site i a
  ext s t
  rw [site_mul_apply, site_mul_apply]
  simp only [site, Matrix.of_apply, Function.update_of_ne h, Function.update_of_ne h.symm,
    Finset.mul_sum, mul_ite, mul_zero]
  rw [Finset.sum_comm]
  refine sum_congr rfl fun y _ => sum_congr rfl fun x _ => ?_
  rw [Function.update_comm h, mul_comm]

/-- Each spin obeys the angular momentum relations [I_x, I_y] = i I_z and cyclic. -/
theorem spin_commutator (i : ι) (α : Fin 3) :
    spin i α * spin i (α + 1) - spin i (α + 1) * spin i α = Complex.I • spin i (α + 2) := by
  have hm : ∀ a b, site i a * site i b = site i (a * b) := by
    intro a b
    ext s t
    rw [site_mul_apply]
    simp only [site, Matrix.of_apply, Function.update_self, Function.update_idem,
      Matrix.mul_apply, Finset.mul_sum, mul_ite, mul_zero]
    rw [Finset.sum_comm]
    refine sum_congr rfl fun y _ => ?_
    by_cases h : t = Function.update s i y <;> simp [h]
  -- the relation for the 2 × 2 matrices
  have h2 : half α * half (α + 1) - half (α + 1) * half α = Complex.I • half (α + 2) := by
    fin_cases α
    · change half 0 * half 1 - half 1 * half 0 = Complex.I • half 2
      ext p q
      fin_cases p <;> fin_cases q <;> simp [half] <;> ring_nf
    · change half 1 * half 2 - half 2 * half 1 = Complex.I • half 0
      ext p q
      fin_cases p <;> fin_cases q <;> simp [half] <;> ring_nf
    · change half 2 * half 0 - half 0 * half 2 = Complex.I • half 1
      ext p q
      fin_cases p <;> fin_cases q <;> simp [half] <;> ring_nf <;> simp [Complex.I_sq] <;> norm_num
  simp only [spin, hm]
  ext s t
  simp only [site, Matrix.sub_apply, Matrix.smul_apply, Matrix.of_apply, smul_eq_mul,
    Finset.mul_sum]
  rw [← Finset.sum_sub_distrib]
  refine sum_congr rfl fun x _ => ?_
  split_ifs
  · exact congrFun (congrFun h2 (s i)) x
  · simp
```

`dot_commute_pair` treats all components at once, with \(\beta,\beta+1,\beta+2\) taken cyclically. Its `key` identity sorts the commutator into single-spin commutators, which then cancel.

```lean
/-- The scalar product of two different spins commutes with each component of their sum. -/
theorem dot_commute_pair {a b : ι} (hab : a ≠ b) (β : Fin 3) :
    Commute (dot a b) (spin a β + spin b β) := by
  have e : ∀ β : Fin 3, β + 2 + 1 = β ∧ β + 2 + 2 = β + 1 := by decide
  have hs := Equiv.sum_comp (Equiv.addLeft β) (fun α => spin a α * spin b α)
  rw [Fin.sum_univ_three] at hs
  simp only [Equiv.coe_addLeft, add_zero] at hs
  have h1 := fun i : ι => spin_commutator i β
  have h2 := fun i : ι => spin_commutator i (β + 2)
  simp only [(e β).1, (e β).2] at h2
  have hc : ∀ α γ, spin a α * spin b γ = spin b γ * spin a α :=
    fun α γ => site_commute hab _ _
  rw [dot, ← hs]
  have h1a := h1 a
  have h1b := h1 b
  have h2a := h2 a
  have h2b := h2 b
  have hx := hc (β + 1) β
  have hx' := hc β (β + 1)
  have hy := hc (β + 2) β
  have hy' := hc β (β + 2)
  have hz := hc β β
  generalize spin a β = z at *
  generalize spin b β = z' at *
  generalize spin a (β + 1) = x at *
  generalize spin b (β + 1) = x' at *
  generalize spin a (β + 2) = y at *
  generalize spin b (β + 2) = y' at *
  -- the commutator, sorted into commutators on single spins
  have key : (z * z' + x * x' + y * y') * (z + z') - (z + z') * (z * z' + x * x' + y * y')
      = -(z * x - x * z) * x' - x * (z' * x' - x' * z')
        + (y * z - z * y) * y' + y * (y' * z' - z' * y') := by
    linear_combination (norm := noncomm_ring)
      hx * x' - x * hx' + hy * y' - y * hy' - z * hz + hz * z'
  rw [h1a, h1b, h2a, h2b] at key
  refine sub_eq_zero.mp (key.trans ?_)
  simp only [neg_mul, smul_mul_assoc, mul_smul_comm]
  abel
```

If two spins of equal shift \(w\) were coupled by \(J I_{1z}I_{2z}\) instead, the signal would be \(4e^{-iwt}\cos(Jt/2)\), which depends on \(J\).

## One shift within the set

Equal shifts mean that, without any couplings, the spins of \(A\) would precess at one frequency. By hand, if \(f_a=f_b\), then

\[
\sum_i f_iI_{i\beta}=f_a(I_{a\beta}+I_{b\beta})+\sum_{i\ne a,b}f_iI_{i\beta}
\]

commutes with \(\mathbf I_a\cdot\mathbf I_b\). The choice \(f_i=1\) gives \(F_+\), and \(f_i=w_i\) gives the shift term. The lemma allows operators \(T_i\) as weights, provided that they commute with the scalar product and \(T_a=T_b\).

```lean
/-- The scalar product of spins `a` and `b` commutes with `∑ I_i T_i` if it commutes with every
`T_i` and the spins `a` and `b` have the same partner, `T_a = T_b`. -/
theorem dot_commute_sum {a b : ι} (hab : a ≠ b) (β : Fin 3) (T : ι → Op ι)
    (hT : ∀ i, Commute (dot a b) (T i)) (h : T a = T b) :
    Commute (dot a b) (∑ i, spin i β * T i) := by
  have hsplit : ∑ i, spin i β * T i = (spin a β + spin b β) * T a
      + ∑ i ∈ (univ.erase a).erase b, spin i β * T i := by
    rw [← Finset.add_sum_erase univ _ (mem_univ a),
      ← Finset.add_sum_erase (univ.erase a) _ (mem_erase.2 ⟨hab.symm, mem_univ b⟩),
      ← h, add_mul, add_assoc]
  rw [hsplit]
  refine ((dot_commute_pair hab β).mul_right (hT a)).add_right
    (Commute.sum_right _ _ _ fun i hi => Commute.mul_right ?_ (hT i))
  simp only [mem_erase, mem_univ, and_true] at hi
  exact Commute.sum_left _ _ _ fun α _ =>
    (site_commute (Ne.symm hi.2) _ _).mul_left (site_commute (Ne.symm hi.1) _ _)
```

Two spins show what the hypothesis does. With \(w_1=w_2=10\) and \(J_{12}=3\), the triplet levels are 10.75, 0.75 and −9.25, and the singlet lies at −2.25. \(F_+\) connects only neighbouring triplet levels, both 10 apart, so \(S(t)=4e^{-10it}\). With \(J_{12}=7\) the triplet levels all rise by 1, and the signal is the same.

With shifts 12 and 8, \(J_{12}=0\) gives lines at 12 and 8 of weight 2 each. \(J_{12}=3\) gives lines at 14, 11, 9 and 6 with weights 0.4, 1.6, 1.6 and 0.4. The coupling has become visible.

## One coupling from each outside spin

This hypothesis means that an outside spin cannot tell the members of \(A\) apart. Let \(J^0\) be \(J\) with the couplings inside \(A\) set to zero, and \(J^0_{ii}=0\) for every spin \(i\). The coupling part of \(H_0\) is

\[
\tfrac12\sum_\beta\sum_i I_{i\beta}T_{i\beta},\qquad T_{i\beta}=\sum_j J^0_{ij}I_{j\beta}.
\]

For \(a,b\in A\), \(J^0_{ak}=J^0_{bk}\) for every \(k\): both vanish if \(k\in A\), and the hypothesis makes them equal otherwise. So each \(T_{i\beta}\) gives \(a\) and \(b\) equal weight, and \(T_{a\beta}=T_{b\beta}\). Hence \(\mathbf I_a\cdot\mathbf I_b\) commutes with \(H_0\). In the proof, `hg` is the equality of couplings and `hform` the rewriting of the double sum.

```lean
/-- For two spins of an equivalent set `A`, their scalar product commutes with F₊ and with the
Hamiltonian from which the couplings inside `A` are removed. -/
theorem dot_conserved {A : Finset ι} {w : ι → ℝ} {J : Sym2 ι → ℝ} (h : Equivalent A w J)
    {a b : ι} (ha : a ∈ A) (hb : b ∈ A) (hab : a ≠ b) :
    Commute (dot a b) raising ∧ Commute (dot a b) (hamiltonian w (decouple A J)) := by
  have hlin : ∀ (f : ι → ℂ) (β : Fin 3), f a = f b →
      Commute (dot a b) (∑ i, f i • spin i β) := by
    intro f β hf
    have := dot_commute_sum hab β (fun i => f i • (1 : Op ι))
      (fun i => (Commute.one_right _).smul_right _) (by simp only [hf])
    simpa only [mul_smul_comm, mul_one] using this
  have htot : ∀ β, Commute (dot a b) (∑ i, spin i β) := fun β => by
    simpa only [one_smul] using hlin (fun _ => 1) β rfl
  refine ⟨(htot 0).add_right ((htot 1).smul_right _),
    (hlin (fun i => (w i : ℂ)) 2 (by simp only [h.1 a ha b hb])).add_right ?_⟩
  -- a and b have the same couplings to every spin
  have hg : ∀ k, rate (decouple A J) a k = rate (decouple A J) b k := by
    intro k
    by_cases hk : k ∈ A
    · simp [rate, decouple, ha, hb, hk]
    · have hak : a ≠ k := fun e => hk (e ▸ ha)
      have hbk : b ≠ k := fun e => hk (e ▸ hb)
      simp [rate, decouple, hk, hak, hbk, h.2 a ha b hb k hk]
  have hsym : ∀ i j, rate (decouple A J) i j = rate (decouple A J) j i := by
    intro i j
    by_cases e : i = j
    · rw [e]
    · simp only [rate, if_neg e, if_neg (Ne.symm e), (Sym2.eq_swap : s(i, j) = s(j, i))]
  have hform : coupling (decouple A J) = (1/2 : ℂ) • ∑ α, ∑ i, spin i α *
      ∑ j, rate (decouple A J) i j • spin j α := by
    unfold coupling
    congr 1
    symm
    rw [Finset.sum_comm]
    refine sum_congr rfl fun i _ => ?_
    simp only [Finset.mul_sum]
    rw [Finset.sum_comm]
    refine sum_congr rfl fun j _ => ?_
    simp only [dot, Finset.smul_sum, mul_smul_comm]
  rw [hform]
  refine Commute.smul_right (Commute.sum_right _ _ _ fun α _ =>
    dot_commute_sum hab α _ (fun i => hlin _ α ?_) ?_) _
  · rw [hsym i a, hsym i b, hg i]
  · simp only [hg]
```

Without the hypothesis, let spin 3 have a shift far from the common shift of spins 1 and 2, with \(J_{13}-J_{23}=8\). Each state of spin 3 then gives spins 1 and 2 an effective shift difference of magnitude 4, and \(J_{12}\) is visible as in the example above.

## Changes confined to the set

Single terms of \(V\) need not commute with one another, but each commutes with \(H_0\) and \(F_+\), and so does \(V\). Therefore

\[
e^{-itH}F_+e^{itH}=e^{-itH_0}e^{-itV}F_+e^{itV}e^{itH_0}=e^{-itH_0}F_+e^{itH_0}.
\]

In the proof, `e1` and `e2` factor the exponentials, `e4` moves \(F_+\) past \(e^{itV}\), and `e3` cancels the two factors of \(V\).

```lean
/-- For an equivalent set `A`, the evolved operator exp(-itH) F₊ exp(itH) is unchanged when the
couplings inside `A` are removed from H. -/
theorem evolved_decouple {A : Finset ι} {w : ι → ℝ} {J : Sym2 ι → ℝ} (h : Equivalent A w J)
    (t : ℝ) : evolved w J t = evolved w (decouple A J) t := by
  have hV : ∀ M : Op ι, (∀ a ∈ A, ∀ b ∈ A, a ≠ b → Commute (dot a b) M) →
      Commute (coupling (inside A J)) M := by
    intro M hM
    refine Commute.smul_left (Commute.sum_left _ _ _ fun i _ =>
      Commute.sum_left _ _ _ fun j _ => ?_) _
    by_cases hij : i = j
    · simp [rate, hij]
    by_cases hm : i ∈ A ∧ j ∈ A
    · exact (hM i hm.1 j hm.2 hij).smul_left _
    · have h0 : rate (inside A J) i j = 0 := by
        simp only [rate, inside, if_neg hij, Finset.mk_mem_sym2_iff, if_neg hm,
          Complex.ofReal_zero]
      rw [h0, zero_smul]
      exact Commute.zero_left _
  have hF := hV raising fun a ha b hb hab => (dot_conserved h ha hb hab).1
  have hH := (hV _ fun a ha b hb hab => (dot_conserved h ha hb hab).2).symm
  have hr : ∀ i j, rate J i j = rate (decouple A J) i j + rate (inside A J) i j := by
    intro i j
    simp only [rate, decouple, inside]
    split_ifs <;> simp
  have hsplit : hamiltonian w J = hamiltonian w (decouple A J) + coupling (inside A J) := by
    simp only [hamiltonian, coupling, hr, add_smul, Finset.sum_add_distrib, smul_add, add_assoc]
  unfold evolved
  rw [hsplit]
  generalize hamiltonian w (decouple A J) = H at *
  generalize coupling (inside A J) = V at *
  generalize Complex.I * (t : ℂ) = c
  -- the exponentials factor, and the factors of V cancel around F₊
  have e1 : exp (-c • (H + V)) = exp (-c • H) * exp (-c • V) := by
    rw [smul_add, Matrix.exp_add_of_commute _ _ ((hH.smul_left _).smul_right _)]
  have e2 : exp (c • (H + V)) = exp (c • V) * exp (c • H) := by
    rw [add_comm, smul_add, Matrix.exp_add_of_commute _ _ ((hH.symm.smul_left _).smul_right _)]
  have e3 : exp (-c • V) * exp (c • V) = 1 := by
    rw [← Matrix.exp_add_of_commute _ _ (((Commute.refl V).smul_left _).smul_right _),
      ← add_smul, neg_add_cancel, zero_smul, NormedSpace.exp_zero]
  have e4 : raising * exp (c • V) = exp (c • V) * raising :=
    ((hF.symm.smul_right c).exp_right).eq
  calc exp (-c • (H + V)) * raising * exp (c • (H + V))
      = exp (-c • H) * (exp (-c • V) * (raising * exp (c • V))) * exp (c • H) := by
        rw [e1, e2]
        simp only [mul_assoc]
    _ = exp (-c • H) * ((exp (-c • V) * exp (c • V)) * raising) * exp (c • H) := by
        rw [e4]
        simp only [mul_assoc]
    _ = exp (-c • H) * raising * exp (c • H) := by rw [e3, one_mul]
```

The last hypothesis, `hJ`, says that \(J\) and \(J'\) agree on every pair not contained in \(A\). Then \(J'\) satisfies the equivalence condition too, and both Hamiltonians have the same \(H_0\). Taking the trace gives the theorem, for every real \(t\).

```lean
/-- Magnetic equivalence: if the spins of `A` share one shift and each outside spin couples equally
to all of them, two sets of couplings that differ only inside `A` give the same signal. -/
theorem signal_independent {A : Finset ι} {w : ι → ℝ} {J J' : Sym2 ι → ℝ}
    (h : Equivalent A w J) (hJ : ∀ p ∉ A.sym2, J p = J' p) (t : ℝ) :
    signal w J t = signal w J' t := by
  have h' : Equivalent A w J' := by
    refine ⟨h.1, fun i hi j hj k hk => ?_⟩
    have hn : ∀ l, s(l, k) ∉ A.sym2 := fun l hl => hk (Finset.mk_mem_sym2_iff.1 hl).2
    rw [← hJ _ (hn i), ← hJ _ (hn j), h.2 i hi j hj k hk]
  have hd : decouple A J = decouple A J' := by
    funext p
    by_cases hp : p ∈ A.sym2
    · simp only [decouple, if_pos hp]
    · simp only [decouple, if_neg hp, hJ p hp]
  rw [signal, signal, evolved_decouple h, evolved_decouple h', hd]
```

Without `hJ` the conclusion fails even for \(A=\{1\}\), which is always equivalent: with shifts 12 and 8, changing \(J_{12}\) from 0 to 3 changes the lines as above.

In a simulation of an ethyl group as a closed five-spin system with both sets equivalent, there are ten pair couplings. Applying the theorem to CH₃ and then to CH₂ lets four of them be set to zero. The other six share one value, so the input is two shifts and one coupling, and a fit to this signal cannot determine the four.

## A single shift for all spins

If all shifts agree, take \(A\) to be the whole system. There are no outside spins, so the couplings may be arbitrary, and the signal is that of uncoupled spins.

```lean
/-- If all spins share one shift, the signal is that of uncoupled spins. -/
theorem signal_of_equal_shifts {w : ι → ℝ} (hw : ∀ i j, w i = w j) (J : Sym2 ι → ℝ) (t : ℝ) :
    signal w J t = signal w 0 t := by
  refine signal_independent (A := univ)
    ⟨fun i _ j _ => hw i j, fun _ _ _ _ k hk => absurd (mem_univ k) hk⟩ (fun p hp => ?_) t
  exact absurd (by simp) hp

end

end MagneticEquivalence
```

```lean
#print axioms MagneticEquivalence.signal_independent
#print axioms MagneticEquivalence.signal_of_equal_shifts
```

```
'MagneticEquivalence.signal_independent' depends on axioms: [propext, Classical.choice, Quot.sound]
'MagneticEquivalence.signal_of_equal_shifts' depends on axioms: [propext, Classical.choice, Quot.sound]
```
